# With ideal π pulses, a level-n concatenated echo sequence cancels classical polynomial dephasing noise of degree below n and leaves a known phase from tⁿ

## Does every further level of echo remove one more power of the drift?

Take a spin echo with two slots of unit length, starting at time zero. An ideal $\pi$ pulse in the middle inverts the sign with which noise in the precession frequency adds to the phase, so the signs are $+,-$. A constant offset cancels. A linear drift $f(t)=t$ does not: it leaves $\tfrac12-\tfrac32=-1$.

Now run the echo again with all its signs inverted, which gives $+,-,-,+$. The linear drift leaves $\tfrac12-\tfrac32-\tfrac52+\tfrac72=0$, because each echo alone leaves the same $-1$ and the second one enters with the opposite sign. A quadratic drift $t^2$ survives, with phase $\tfrac13(1-7-19+37)=4$.

If I keep going, the sign in slot $k$ is $(-1)^{s(k)}$, where $s(k)$ is the number of ones in the binary form of $k$. I would expect level $n$, with its $2^n$ slots, to cancel every polynomial drift of degree below $n$ and to fail at $t^n$. Can this be made rigorous for all $n$, and checked by machine?

## Yes: each level replaces the noise by a shifted difference

Let the slots have duration $\tau$ and let the sequence start at $t_0$. Write $\sigma_k=(-1)^{s(k)}$ and define the residual phase

$$\Phi_n(f)=\sum_{k=0}^{2^n-1}\sigma_k\int_{t_0+k\tau}^{t_0+(k+1)\tau}f(t)\,dt .$$

**The signs.** For $k<2^n$, adding $2^n$ to $k$ puts one more binary digit 1 in front. Hence $\sigma_{k+2^n}=-\sigma_k$: the second half of level $n+1$ is the first half inverted.

**The recursion.** Pair slot $k$ with slot $k+2^n$, which lies later by $h=2^n\tau$. Substituting $t\to t+h$ in the later integral gives

$$\Phi_{n+1}(f)=\sum_{k=0}^{2^n-1}\sigma_k\int_{t_0+k\tau}^{t_0+(k+1)\tau}\bigl[f(t)-f(t+h)\bigr]dt=\Phi_n\bigl(f-f(\cdot+h)\bigr).$$

**The degree.** Let $f(t)=\sum_{j=0}^{n+1}a_jt^j$. By the binomial theorem, $f(t+h)$ has the coefficient $a_{n+1}$ at $t^{n+1}$ and $a_n+(n+1)h\,a_{n+1}$ at $t^n$. The difference $f(t)-f(t+h)$ therefore has degree at most $n$, and its coefficient of $t^n$ is $-(n+1)h\,a_{n+1}$.

**The phase.** For $f$ of degree at most $n$, the claim is

$$\Phi_n(f)=(-1)^n\,n!\;2^{n(n-1)/2}\,\tau^{n+1}a_n .$$

For $n=0$ there is one slot and $f=a_0$, so the phase is $\tau a_0$. If the formula holds at level $n$, then for $f$ of degree at most $n+1$

$$\Phi_{n+1}(f)=(-1)^n n!\,2^{n(n-1)/2}\tau^{n+1}\cdot\bigl(-(n+1)2^n\tau\,a_{n+1}\bigr)=(-1)^{n+1}(n+1)!\,2^{n(n+1)/2}\tau^{n+2}a_{n+1},$$

since $n(n-1)/2+n=n(n+1)/2$.

If the degree is below $n$, then $a_n=0$ and the phase vanishes. Conversely, if $\tau\neq0$, the degree is at most $n$ and the phase vanishes, then $a_n=0$, because every other factor is non-zero. For $t^n$ with unit slots the phase is $(-1)^n n!\,2^{n(n-1)/2}$, which reproduces the $-1$ and the $4$ found above.

**Noise that is only nearly polynomial.** Suppose that a continuous $f$ stays within $\varepsilon$ of a polynomial $p$ of degree below $n$ during the sequence. Then $\Phi_n(f)=\Phi_n(f-p)$. Each of the $2^n$ slots contributes at most $\varepsilon\tau$ in absolute value, so $|\Phi_n(f)|\le2^n\tau\varepsilon$.

## How the theorems describe the spin

The noise `f` is a real function of time, to be read as a fluctuating angular frequency, so that its integral is a phase. `toggleSign k` is $\sigma_k$, computed from the list `Nat.digits 2 k` of binary digits, and `residualPhase n t₀ τ f` is $\Phi_n(f)$. Slots are counted from zero.

Polynomial noise has the type `ℝ[X]`, and `f.eval t` is its value at time $t$. The condition `f.natDegree ≤ n` means degree at most $n$. Strict bounds use `f.degree < n`, in which the zero polynomial has a degree below every number. At $n=0$, a single slot without pulses, the cancellation theorem thus speaks only of zero noise, as it should.

- `residualPhase_polynomial` is the exact phase, with $n(n-1)/2$ written as `n.choose 2`.
- `residualPhase_eq_zero` is the cancellation, for every start time and slot duration.
- `residualPhase_eq_zero_iff` says that for $\tau\ne0$ and degree at most $n$ nothing else cancels. It makes no statement about higher degrees, where different powers may compensate one another.
- `concatenated_decoupling` is the statement with unit slots from time zero, including the failure for $x^n$.
- `abs_residualPhase_le` is the bound for continuous noise, with $\tau\ge0$.

The sign pattern is put in by definition and not derived from a pulse Hamiltonian. It stands for perfect, instantaneous $\pi$ pulses about an axis perpendicular to the quantisation axis, acting on a spin whose only disturbance is classical noise along the quantisation axis. Within this pure-dephasing model, the result says that a polynomial drift of degree below $n$ adds no net phase to a qubit superposition by the end of the level-$n$ sequence. Finite pulse width, pulse errors, relaxation and a quantum bath are not covered.

```lean
import Mathlib

open Polynomial

namespace ConcatenatedDecoupling

noncomputable section

/-- The toggling-frame sign in slot `k`: minus one to the power of the binary digit sum of `k`. -/
def toggleSign (k : ℕ) : ℝ := (-1) ^ (Nat.digits 2 k).sum

/-- The phase accumulated from the noise `f` under the level-`n` concatenated sequence, which
has `2 ^ n` slots of duration `τ` and starts at time `t₀`. -/
def residualPhase (n : ℕ) (t₀ τ : ℝ) (f : ℝ → ℝ) : ℝ :=
  ∑ k ∈ Finset.range (2 ^ n),
    toggleSign k * ∫ t in (t₀ + (k : ℝ) * τ)..(t₀ + ((k : ℝ) + 1) * τ), f t

/-- The sign of slot `k` is the sign of slot `k / 2`, flipped when `k` is odd. -/
theorem toggleSign_halve (k : ℕ) :
    toggleSign k = (-1) ^ (k % 2) * toggleSign (k / 2) := by
  rcases Nat.eq_zero_or_pos k with rfl | hk
  · simp [toggleSign]
  · unfold toggleSign
    rw [Nat.digits_def' Nat.one_lt_two hk, List.sum_cons, pow_add]

/-- The second half of a concatenated sequence repeats the first half with all signs inverted. -/
theorem toggleSign_add_two_pow (n k : ℕ) (hk : k < 2 ^ n) :
    toggleSign (k + 2 ^ n) = -toggleSign k := by
  induction n generalizing k with
  | zero =>
    have h0 : k = 0 := by simpa using hk
    subst h0
    simp [toggleSign]
  | succ n ih =>
    have h1 : (k + 2 ^ (n + 1)) % 2 = k % 2 := by rw [pow_succ]; omega
    have h2 : (k + 2 ^ (n + 1)) / 2 = k / 2 + 2 ^ n := by rw [pow_succ]; omega
    have h3 : k / 2 < 2 ^ n := by rw [pow_succ] at hk; omega
    rw [toggleSign_halve (k + 2 ^ (n + 1)), toggleSign_halve k, h1, h2, ih _ h3]
    ring

/-- One more level of concatenation acts on continuous noise `f` as the previous level acts on the
difference between `f` and its copy shifted by the length of the previous sequence. -/
theorem residualPhase_succ (n : ℕ) (t₀ τ : ℝ) {f : ℝ → ℝ} (hf : Continuous f) :
    residualPhase (n + 1) t₀ τ f =
      residualPhase n t₀ τ (fun t => f t - f (t + 2 ^ n * τ)) := by
  have hg : Continuous fun t => f (t + 2 ^ n * τ) := by fun_prop
  have hsplit : ∀ a b : ℝ, ∫ t in a..b, (f t - f (t + 2 ^ n * τ)) =
      (∫ t in a..b, f t) - ∫ t in (a + 2 ^ n * τ)..(b + 2 ^ n * τ), f t := by
    intro a b
    rw [intervalIntegral.integral_sub (hf.intervalIntegrable _ _) (hg.intervalIntegrable _ _),
      intervalIntegral.integral_comp_add_right f]
  have h2 : 2 ^ (n + 1) = 2 ^ n + 2 ^ n := by ring
  unfold residualPhase
  -- pair each slot of the first half with its partner in the second half
  rw [h2, Finset.sum_range_add, ← Finset.sum_add_distrib]
  apply Finset.sum_congr rfl
  intro k hk
  have e1 : t₀ + ((k + 2 ^ n : ℕ) : ℝ) * τ = t₀ + (k : ℝ) * τ + 2 ^ n * τ := by
    push_cast; ring
  have e2 : t₀ + (((k + 2 ^ n : ℕ) : ℝ) + 1) * τ = t₀ + ((k : ℝ) + 1) * τ + 2 ^ n * τ := by
    push_cast; ring
  rw [add_comm (2 ^ n) k, toggleSign_add_two_pow n k (Finset.mem_range.mp hk), e1, e2, hsplit]
  ring

/-- Subtracting `f(t + h)` from a polynomial `f(t)` of degree at most `n + 1` leaves degree at most
`n`, with coefficient `-(n + 1) h a` of the `n`-th power, `a` being the coefficient of the `(n +
1)`-th power in the original. -/
theorem shift_difference (n : ℕ) (h : ℝ) (f : ℝ[X]) (hf : f.natDegree ≤ n + 1) :
    (f - taylor h f).natDegree ≤ n ∧
      (f - taylor h f).coeff n = -(((n : ℝ) + 1) * h * f.coeff (n + 1)) := by
  have top : (taylor h f).coeff (n + 1) = f.coeff (n + 1) := by
    have hd : (hasseDeriv (n + 1) f).natDegree < 1 := by
      have := natDegree_hasseDeriv_le f (n + 1)
      omega
    rw [taylor_coeff, eval_eq_sum_range' hd]
    simp [hasseDeriv_coeff]
  have next : (taylor h f).coeff n = f.coeff n + ((n : ℝ) + 1) * h * f.coeff (n + 1) := by
    have hd : (hasseDeriv n f).natDegree < 2 := by
      have := natDegree_hasseDeriv_le f n
      omega
    rw [taylor_coeff, eval_eq_sum_range' hd]
    simp only [Finset.sum_range_succ, Finset.sum_range_zero, hasseDeriv_coeff, zero_add,
      add_comm 1 n, Nat.choose_self, Nat.choose_succ_self_right]
    push_cast
    ring
  constructor
  · rw [natDegree_le_iff_coeff_eq_zero]
    intro m hm
    rw [coeff_sub]
    rcases Nat.eq_or_lt_of_le (Nat.succ_le_of_lt hm) with h1 | h1
    · have h2 : m = n + 1 := h1.symm
      rw [h2, top, sub_self]
    · have h2 : f.natDegree < m := by omega
      rw [coeff_eq_zero_of_natDegree_lt h2,
        coeff_eq_zero_of_natDegree_lt (by rw [natDegree_taylor]; exact h2), sub_zero]
  · rw [coeff_sub, next]
    ring

/-- The exact residual phase of the level-`n` sequence for polynomial noise of degree at
most `n`. -/
theorem residualPhase_polynomial (n : ℕ) (t₀ τ : ℝ) (f : ℝ[X]) (hf : f.natDegree ≤ n) :
    residualPhase n t₀ τ (fun t => f.eval t) =
      (-1) ^ n * (n.factorial : ℝ) * 2 ^ (n.choose 2) * τ ^ (n + 1) * f.coeff n := by
  induction n generalizing f with
  | zero =>
    rw [eq_C_of_natDegree_le_zero hf]
    simp [residualPhase, toggleSign]
  | succ n ih =>
    obtain ⟨hdeg, hcoeff⟩ := shift_difference n (2 ^ n * τ) f hf
    have e : (fun t => f.eval t - f.eval (t + 2 ^ n * τ)) =
        fun t => (f - taylor (2 ^ n * τ) f).eval t := by
      funext t
      simp [taylor_eval]
    have hc : (n + 1).choose 2 = n + n.choose 2 :=
      (Nat.choose_succ_succ' n 1).trans (by simp)
    -- peel off the outermost level, which lowers the degree of the noise by one
    refine (residualPhase_succ n t₀ τ f.continuous).trans ?_

    rw [e, ih _ hdeg, hcoeff, Nat.factorial_succ, hc]
    push_cast
    ring

/-- The level-`n` sequence cancels all polynomial noise of degree below `n`, for every starting
time and slot duration. -/
theorem residualPhase_eq_zero (n : ℕ) (t₀ τ : ℝ) (f : ℝ[X]) (hf : f.degree < n) :
    residualPhase n t₀ τ (fun t => f.eval t) = 0 := by
  rw [residualPhase_polynomial n t₀ τ f (natDegree_le_of_degree_le hf.le),
    coeff_eq_zero_of_degree_lt hf, mul_zero]

/-- Among polynomial noise of degree at most `n`, the level-`n` sequence with slots of non-zero
duration cancels exactly the noise of degree below `n`. -/
theorem residualPhase_eq_zero_iff (n : ℕ) (t₀ τ : ℝ) (hτ : τ ≠ 0) (f : ℝ[X])
    (hf : f.natDegree ≤ n) :
    residualPhase n t₀ τ (fun t => f.eval t) = 0 ↔ f.degree < n := by
  refine ⟨fun h => ?_, residualPhase_eq_zero n t₀ τ f⟩
  rw [residualPhase_polynomial n t₀ τ f hf] at h
  have hc : f.coeff n = 0 := by simpa [hτ, Nat.factorial_ne_zero] using h
  rw [degree_lt_iff_coeff_zero]
  intro m hm
  rcases Nat.eq_or_lt_of_le hm with h1 | h1
  · rw [← h1, hc]
  · exact coeff_eq_zero_of_natDegree_lt (by omega)

/-- With unit slots starting at time zero, the signed slot integrals sum to zero for every
polynomial of degree below `n`, and to a non-zero value for the `n`-th power. -/
theorem concatenated_decoupling (n : ℕ) :
    (∀ f : ℝ[X], f.degree < n → ∑ k ∈ Finset.range (2 ^ n),
      (-1 : ℝ) ^ (Nat.digits 2 k).sum * ∫ x in (k : ℝ)..((k : ℝ) + 1), f.eval x = 0) ∧
    ∑ k ∈ Finset.range (2 ^ n),
      (-1 : ℝ) ^ (Nat.digits 2 k).sum * ∫ x in (k : ℝ)..((k : ℝ) + 1), x ^ n ≠ 0 := by
  constructor
  · intro f hf
    have h := residualPhase_eq_zero n 0 1 f hf
    simp only [residualPhase, toggleSign, zero_add, mul_one] at h
    exact h
  · intro h0
    have h := residualPhase_eq_zero_iff n 0 1 one_ne_zero (X ^ n) (natDegree_X_pow n).le
    simp only [residualPhase, toggleSign, zero_add, mul_one, eval_pow, eval_X] at h
    have hlt := h.mp h0
    rw [degree_X_pow] at hlt
    exact lt_irrefl _ hlt

/-- If continuous noise stays within `ε` of a polynomial of degree below `n` during the sequence,
the absolute value of the residual phase is at most `ε` times the total duration. -/
theorem abs_residualPhase_le (n : ℕ) (t₀ τ ε : ℝ) (hτ : 0 ≤ τ) {f : ℝ → ℝ}
    (hf : Continuous f) (p : ℝ[X]) (hp : p.degree < n)
    (hε : ∀ t ∈ Set.Icc t₀ (t₀ + 2 ^ n * τ), |f t - p.eval t| ≤ ε) :
    |residualPhase n t₀ τ f| ≤ 2 ^ n * τ * ε := by
  -- the polynomial part drops out, so only the deviation contributes
  have h : residualPhase n t₀ τ (fun t => f t - p.eval t) =
      residualPhase n t₀ τ f - residualPhase n t₀ τ (fun t => p.eval t) := by
    unfold residualPhase
    rw [← Finset.sum_sub_distrib]
    apply Finset.sum_congr rfl
    intro k _
    rw [intervalIntegral.integral_sub (hf.intervalIntegrable _ _)
      (p.continuous.intervalIntegrable _ _), mul_sub]
  rw [residualPhase_eq_zero n t₀ τ p hp, sub_zero] at h
  rw [← h]
  unfold residualPhase
  refine (Finset.abs_sum_le_sum_abs _ _).trans ?_
  have hb : ∀ k ∈ Finset.range (2 ^ n), |toggleSign k *
      ∫ t in (t₀ + (k : ℝ) * τ)..(t₀ + ((k : ℝ) + 1) * τ), (f t - p.eval t)| ≤ ε * τ := by
    intro k hk
    have hk1 : (k : ℝ) + 1 ≤ 2 ^ n := by
      exact_mod_cast Nat.succ_le_of_lt (Finset.mem_range.mp hk)
    have hs : |toggleSign k| = 1 := by simp [toggleSign]
    have hab : t₀ + (k : ℝ) * τ ≤ t₀ + ((k : ℝ) + 1) * τ := by nlinarith
    have hlen : t₀ + ((k : ℝ) + 1) * τ - (t₀ + (k : ℝ) * τ) = τ := by ring
    have hi := intervalIntegral.norm_integral_le_of_norm_le_const
      (a := t₀ + (k : ℝ) * τ) (b := t₀ + ((k : ℝ) + 1) * τ)
      (f := fun t => f t - p.eval t) (C := ε) (by
        intro x hx
        rw [Set.uIoc_of_le hab] at hx
        have h1 : 0 ≤ (k : ℝ) * τ := by positivity
        have h2 : ((k : ℝ) + 1) * τ ≤ 2 ^ n * τ := mul_le_mul_of_nonneg_right hk1 hτ
        exact hε x ⟨by linarith [hx.1], by linarith [hx.2]⟩)
    rw [hlen, abs_of_nonneg hτ, Real.norm_eq_abs] at hi
    rw [abs_mul, hs, one_mul]
    exact hi
  refine (Finset.sum_le_sum hb).trans (le_of_eq ?_)
  rw [Finset.sum_const, Finset.card_range, nsmul_eq_mul]
  push_cast
  ring

end

end ConcatenatedDecoupling
```

```lean
#print axioms ConcatenatedDecoupling.residualPhase_polynomial
-- 'ConcatenatedDecoupling.residualPhase_polynomial' depends on axioms: [propext, Classical.choice, Quot.sound]
#print axioms ConcatenatedDecoupling.concatenated_decoupling
-- 'ConcatenatedDecoupling.concatenated_decoupling' depends on axioms: [propext, Classical.choice, Quot.sound]
#print axioms ConcatenatedDecoupling.abs_residualPhase_le
-- 'ConcatenatedDecoupling.abs_residualPhase_le' depends on axioms: [propext, Classical.choice, Quot.sound]
```

## How the induction runs in Lean

`toggleSign_halve` splits off the last binary digit: the sign of $k$ is that of $\lfloor k/2\rfloor$, flipped for odd $k$. `toggleSign_add_two_pow` uses this in an induction on $n$. Adding $2^{n+1}$ leaves the last digit alone and adds $2^n$ to the halved number, to which the induction hypothesis applies. This replaces the remark about an extra leading digit by arithmetic that `omega` can settle.

`residualPhase_succ` is the recursion. `Finset.sum_range_add` cuts the sum into its two halves, and `Finset.sum_add_distrib` pairs the slots. The substitution $t\to t+h$ is `intervalIntegral.integral_comp_add_right`. Continuity of `f` is assumed so that the integral of the difference can be split into two integrals.

`shift_difference` supplies the degree and the coefficient of $f(t)-f(t+h)$. `residualPhase_polynomial` then joins the two lemmas by induction. The clause `generalizing f` matters here, because the induction hypothesis is applied to the shifted difference and not to the original noise. The identity `hc` adds up the powers of two, and `ring` collects the factors.

The cancellation and its converse are read off from the coefficient $a_n$. In `concatenated_decoupling`, the failure for $x^n$ is proved by contradiction: a vanishing sum would force the degree of `X ^ n` to be less than $n$. The last theorem first subtracts the polynomial by linearity, then bounds each slot with `intervalIntegral.norm_integral_le_of_norm_le_const` and adds up the $2^n$ bounds.

## The shifted polynomial and its Hasse derivatives

The step that lowers the degree rests on Mathlib's `taylor h f`, the polynomial whose value at $t$ is $f(t+h)$. Its coefficients are given by `taylor_coeff`: the coefficient of $t^m$ is the value at $h$ of `hasseDeriv m f`. The Hasse derivative is the ordinary $m$-th derivative divided by $m!$, but it is defined through binomial coefficients,

$$\sum_j a_jt^j\;\longmapsto\;\sum_{j\ge m}\binom{j}{m}a_j\,t^{j-m},$$

so no factorials have to be cancelled afterwards.

For $f$ of degree at most $n+1$, the Hasse derivative of order $n+1$ is the constant $a_{n+1}$, and the one of order $n$ is $a_n+(n+1)a_{n+1}t$. The proof bounds their degrees by `natDegree_hasseDeriv_le`, and `eval_eq_sum_range'` then writes the values at $h$ as sums of one and two terms. These are the two coefficients taken from the binomial theorem above, obtained without expanding the whole of $f(t+h)$.

## Sampling the noise instead of integrating it

The same argument works if each slot integral is replaced by the value of a polynomial $p$ at the integer $k$. The pairing of $k$ with $k+2^n$ is unchanged, and the induction gives

$$\sum_{k=0}^{2^n-1}(-1)^{s(k)}p(k)=0\qquad\text{for }\deg p<n .$$

For $n=3$ this splits the numbers from 0 to 7 into $\{0,3,5,6\}$ and $\{1,2,4,7\}$. Both sets have the sum 14, and their squares both add up to 70. This sampled version follows by the reasoning given here, but none of the theorems above covers it.
